# In a stable planar crystal, stiffness and compliance cannot both be totally symmetric

Can a planar crystal obey the Cauchy relation in its stiffness C and in its compliance S at once? The answer needs a choice of what "inverse" means, because C sends antisymmetric matrices to zero and has no inverse on all 2×2 matrices. Here S has to recover only symmetric strains from their stresses. Symmetry in its last two indices then fixes how the shear term is shared between Sᵢⱼ₁₂ and Sᵢⱼ₂₁.

```lean
import Mathlib

open Matrix

namespace PlanarCauchyRelations

noncomputable section
```

Tensors are real Cartesian components; Lean's indices 0 and 1 are the axes 1 and 2.

```lean
/-- A rank-4 tensor in the plane, given by its Cartesian components. -/
abbrev Tensor4 := Fin 2 → Fin 2 → Fin 2 → Fin 2 → ℝ
```

Stress is σ = C:ε, and the energy density is quadratic in the strain ε.

```lean
/-- The double contraction `T : ε`; for a stiffness tensor and a strain this is Hooke's law. -/
def contract (T : Tensor4) (ε : Matrix (Fin 2) (Fin 2) ℝ) : Matrix (Fin 2) (Fin 2) ℝ :=
  fun i j => ∑ k, ∑ l, T i j k l * ε k l

/-- The elastic energy density `½ ε : C : ε`. -/
def energy (C : Tensor4) (ε : Matrix (Fin 2) (Fin 2) ℝ) : ℝ :=
  (1 / 2) * ∑ i, ∑ j, ε i j * contract C ε i j

/-- A crystal is stable if every nonzero symmetric strain costs energy. -/
def Stable (C : Tensor4) : Prop :=
  ∀ ε : Matrix (Fin 2) (Fin 2) ℝ, ε.IsSymm → ε ≠ 0 → 0 < energy C ε
```

Beyond the usual elastic symmetries, total symmetry adds one condition in the plane, the Cauchy relation C₁₁₂₂ = C₁₂₁₂. It holds for static lattices with central pair forces, every atom at an inversion centre and no initial stress. If such a planar model is stable, its compliances violate the corresponding relation S₁₁₂₂ = S₁₂₁₂, as (g) shows, so a fit of the compliances should not impose it. That a real sheet responds linearly and purely in its plane is assumed.

```lean
/-- Total symmetry: the components are unchanged when any two neighbouring indices are swapped. -/
def TotallySymmetric (T : Tensor4) : Prop :=
  ∀ i j k l, T j i k l = T i j k l ∧ T i k j l = T i j k l ∧ T i j l k = T i j k l

/-- `S` is a compliance tensor for the stiffness `C`: it is symmetric in its last two indices
and recovers each symmetric strain from its stress. -/
structure IsCompliance (S C : Tensor4) : Prop where
  minor : ∀ i j k l, S i j l k = S i j k l
  inverse : ∀ ε : Matrix (Fin 2) (Fin 2) ℝ, ε.IsSymm → contract S (contract C ε) = ε
```

The shear entry z below is ε₁₂, half the engineering shear.

```lean
/-- The symmetric strain with normal components `x`, `y` and shear component `z`. -/
def strain (x y z : ℝ) : Matrix (Fin 2) (Fin 2) ℝ := !![x, z; z, y]
```

Write a, b, c, d, e for C₁₁₁₁, C₁₁₁₂, C₁₁₂₂, C₁₂₂₂, C₂₂₂₂, and J for `stiffnessDet C`, the determinant of the matrix M with rows (a, c, b), (c, e, d), (b, d, c).

```lean
/-- The determinant of the 3×3 matrix with rows `(C₁₁₁₁, C₁₁₂₂, C₁₁₁₂)`,
`(C₁₁₂₂, C₂₂₂₂, C₁₂₂₂)`, `(C₁₁₁₂, C₁₂₂₂, C₁₁₂₂)`. -/
def stiffnessDet (C : Tensor4) : ℝ :=
  C 0 0 0 0 * C 0 0 1 1 * C 1 1 1 1 + 2 * C 0 0 0 1 * C 0 0 1 1 * C 0 1 1 1
    - C 0 0 0 0 * C 0 1 1 1 ^ 2 - C 0 0 0 1 ^ 2 * C 1 1 1 1 - C 0 0 1 1 ^ 3
```

## (a) Entries of a strain

Read off the entries of `strain x y z`:

ε₁₁ = x, ε₁₂ = ε₂₁ = z, ε₂₂ = y.

They hold by definition.

```lean
/-- The four components of a strain given by `x`, `y` and `z`. -/
theorem strain_entries (x y z : ℝ) : strain x y z 0 0 = x ∧ strain x y z 0 1 = z ∧
    strain x y z 1 0 = z ∧ strain x y z 1 1 = y := ⟨rfl, rfl, rfl, rfl⟩
```

## (b) Five components

Show that a totally symmetric C depends only on how many indices equal 2; for instance

C₁₂₁₂ = C₁₂₂₁ = C₁₁₂₂.

Neighbour swaps generate all reorderings. The proof chains them.

```lean
/-- A totally symmetric planar tensor has at most five different components. -/
theorem components {C : Tensor4} (h : TotallySymmetric C) :
    C 0 0 1 0 = C 0 0 0 1 ∧ C 0 1 0 0 = C 0 0 0 1 ∧ C 1 0 0 0 = C 0 0 0 1 ∧
    C 0 1 0 1 = C 0 0 1 1 ∧ C 0 1 1 0 = C 0 0 1 1 ∧ C 1 0 0 1 = C 0 0 1 1 ∧
    C 1 0 1 0 = C 0 0 1 1 ∧ C 1 1 0 0 = C 0 0 1 1 ∧
    C 1 0 1 1 = C 0 1 1 1 ∧ C 1 1 0 1 = C 0 1 1 1 ∧ C 1 1 1 0 = C 0 1 1 1 := by
  have b1 := (h 0 0 0 1).2.2
  have b2 := (h 0 0 1 0).2.1.trans b1
  have b3 := (h 0 1 0 0).1.trans b2
  have c1 := (h 0 0 1 1).2.1
  have c2 := (h 0 1 0 1).2.2.trans c1
  have c3 := (h 0 1 0 1).1.trans c1
  have c4 := (h 0 1 1 0).1.trans c2
  have c5 := (h 1 0 1 0).2.1.trans c4
  have d1 := (h 0 1 1 1).1
  have d2 := (h 1 0 1 1).2.1.trans d1
  have d3 := (h 1 1 0 1).2.2.trans d2
  exact ⟨b1, b2, b3, c1, c2, c3, c4, c5, d1, d2, d3⟩
```

## (c) Symmetry of the trial strains

Check that

εᵀ = ε.

Both off-diagonal entries are z.

```lean
theorem strain_symm (x y z : ℝ) : (strain x y z).IsSymm := by
  apply Matrix.IsSymm.ext
  intro i j
  fin_cases i <;> fin_cases j <;> rfl
```

## (d) Three consequences of stability

Put H = ac − b². Show that

a > 0, H > 0, J > 0.

The strain with entries 2x, 2y and shear w has energy 2Q, where

Q(x, y, w) = ax² + ey² + cw² + 2cxy + 2bxw + 2dyw.

So Q > 0 away from zero; this is `hpos`. First, Q(1, 0, 0) = a. Next,

Q(−b, 0, a) = ab² + a²c − 2ab² = aH.

Finally take v = (bd − c², H, bc − ad), a row of the adjugate of M. Then Mv = (0, J, 0), so Q(v) = HJ. Dividing out the positive factors gives the claims.

```lean
/-- For a stable crystal with totally symmetric stiffness, `C₁₁₁₁`, the minor
`C₁₁₁₁ C₁₁₂₂ - C₁₁₁₂²` and the stiffness determinant are positive. -/
theorem stability_conditions {C : Tensor4} (hC : TotallySymmetric C) (hst : Stable C) :
    0 < C 0 0 0 0 ∧ 0 < C 0 0 0 0 * C 0 0 1 1 - C 0 0 0 1 ^ 2 ∧ 0 < stiffnessDet C := by
  -- half the energy of `strain (2 * x) (2 * y) w` is positive unless `x`, `y` and `w` all vanish
  have hpos : ∀ x y w : ℝ, (x ≠ 0 ∨ y ≠ 0 ∨ w ≠ 0) →
      0 < C 0 0 0 0 * x ^ 2 + C 1 1 1 1 * y ^ 2 + C 0 0 1 1 * w ^ 2
        + 2 * C 0 0 1 1 * x * y + 2 * C 0 0 0 1 * x * w + 2 * C 0 1 1 1 * y * w := by
    intro x y w hne
    have h := hst (strain (2 * x) (2 * y) w) (strain_symm _ _ _) (by
      intro h0
      have hx : 2 * x = 0 := congrFun (congrFun h0 0) 0
      have hy : 2 * y = 0 := congrFun (congrFun h0 1) 1
      have hw : w = 0 := congrFun (congrFun h0 0) 1
      rcases hne with h | h | h
      · exact h (by linarith)
      · exact h (by linarith)
      · exact h hw)
    simp only [energy, contract, Fin.sum_univ_two, strain_entries, components hC] at h
    linarith
  have ha : 0 < C 0 0 0 0 := by
    have q := hpos 1 0 0 (Or.inl one_ne_zero)
    linarith
  have hH : 0 < C 0 0 0 0 * C 0 0 1 1 - C 0 0 0 1 ^ 2 := by
    have q := hpos (-C 0 0 0 1) 0 (C 0 0 0 0) (Or.inr (Or.inr ha.ne'))
    exact (mul_pos_iff_of_pos_left ha).mp (by linarith)
  refine ⟨ha, hH, ?_⟩
  -- here `x`, `y`, `w` form a row of the adjugate of the matrix described at `stiffnessDet`
  have q := hpos (C 0 0 0 1 * C 0 1 1 1 - C 0 0 1 1 ^ 2)
    (C 0 0 0 0 * C 0 0 1 1 - C 0 0 0 1 ^ 2)
    (C 0 0 0 1 * C 0 0 1 1 - C 0 0 0 0 * C 0 1 1 1) (Or.inr (Or.inl hH.ne'))
  refine (mul_pos_iff_of_pos_left hH).mp ?_
  unfold stiffnessDet
  linarith
```

## (e) A positive combination

Show that

I = ae − 4bd + 3c² > 0.

Since J = eH + 2bcd − ad² − c³, eliminating e gives

HI = aJ + a²d² − 6abcd + 4b³d + 4ac³ − 3b²c².

Let G = a²d − 3abc + 2b³, so that

G² = a⁴d² + 9a²b²c² + 4b⁶ − 6a³bcd + 4a²b³d − 12ab⁴c.

Multiplying HI by a² and subtracting a³J + G² leaves 4(ac − b²)³. Hence

a²HI = G² + 4H³ + a³J > 0.

In Lean, `positivity` handles the right side and `linarith` the identity.

```lean
/-- For a stable crystal with totally symmetric stiffness, the combination
`C₁₁₁₁ C₂₂₂₂ - 4 C₁₁₁₂ C₁₂₂₂ + 3 C₁₁₂₂²` is positive. -/
theorem invariant_pos {C : Tensor4} (hC : TotallySymmetric C) (hst : Stable C) :
    0 < C 0 0 0 0 * C 1 1 1 1 - 4 * C 0 0 0 1 * C 0 1 1 1 + 3 * C 0 0 1 1 ^ 2 := by
  obtain ⟨ha, hH, hJ⟩ := stability_conditions hC hst
  refine (mul_pos_iff_of_pos_left (mul_pos (pow_pos ha 2) hH)).mp ?_
  -- a square plus two positive terms; the last step identifies this sum with the product in the goal
  have key : 0 < (C 0 0 0 0 ^ 2 * C 0 1 1 1 - 3 * C 0 0 0 0 * C 0 0 0 1 * C 0 0 1 1
      + 2 * C 0 0 0 1 ^ 3) ^ 2 + 4 * (C 0 0 0 0 * C 0 0 1 1 - C 0 0 0 1 ^ 2) ^ 3
      + C 0 0 0 0 ^ 3 * stiffnessDet C := by positivity
  unfold stiffnessDet at key
  linarith
```

## (f) The defect in the compliance

Without assuming stability, show that

4J(S₁₂₁₂ − S₁₁₂₂) = I.

Applying S to the stresses of two unit stretches and a unit shear gives

M(S₁₁₁₁, S₁₁₂₂, 2S₁₁₁₂) = (1, 0, 0),

M(S₁₂₁₁, S₁₂₂₂, 2S₁₂₁₂) = (0, 0, ½).

Multiply the first system by v and the second by the adjugate row (cd − be, bc − ad, ae − c²):

J S₁₁₂₂ = bd − c²,

2J S₁₂₁₂ = ½(ae − c²).

Four times the first, subtracted from twice the second, gives I. These multipliers are the coefficients in `linear_combination`, up to numerical factors.

```lean
/-- For a totally symmetric stiffness with compliance `S`, the violation `S₁₂₁₂ - S₁₁₂₂` of the
Cauchy relation, multiplied by four times the stiffness determinant, equals
`C₁₁₁₁ C₂₂₂₂ - 4 C₁₁₁₂ C₁₂₂₂ + 3 C₁₁₂₂²`. -/
theorem compliance_defect {C S : Tensor4} (hC : TotallySymmetric C) (hS : IsCompliance S C) :
    4 * stiffnessDet C * (S 0 1 0 1 - S 0 0 1 1) =
      C 0 0 0 0 * C 1 1 1 1 - 4 * C 0 0 0 1 * C 0 1 1 1 + 3 * C 0 0 1 1 ^ 2 := by
  have key : ∀ (i j : Fin 2) (x y z : ℝ),
      S i j 0 0 * (C 0 0 0 0 * x + C 0 0 1 1 * y + 2 * C 0 0 0 1 * z)
      + S i j 1 1 * (C 0 0 1 1 * x + C 1 1 1 1 * y + 2 * C 0 1 1 1 * z)
      + 2 * S i j 0 1 * (C 0 0 0 1 * x + C 0 1 1 1 * y + 2 * C 0 0 1 1 * z)
      = strain x y z i j := by
    intro i j x y z
    have h := congrFun (congrFun (hS.inverse (strain x y z) (strain_symm x y z)) i) j
    simp only [contract, Fin.sum_univ_two, strain_entries, components hC,
      hS.minor i j 0 1] at h
    linear_combination h
  -- two stretches and a shear determine the rows 11 and 12 of the compliance
  have e1 : _ = (1 : ℝ) := key 0 0 1 0 0
  have e2 : _ = (0 : ℝ) := key 0 0 0 1 0
  have e3 : _ = (0 : ℝ) := key 0 0 0 0 1
  have f1 : _ = (0 : ℝ) := key 0 1 1 0 0
  have f2 : _ = (0 : ℝ) := key 0 1 0 1 0
  have f3 : _ = (1 : ℝ) := key 0 1 0 0 1
  unfold stiffnessDet
  -- Cramer's rule for both components
  linear_combination
    2 * (C 0 0 1 1 * C 0 1 1 1 - C 1 1 1 1 * C 0 0 0 1) * f1
    + 2 * (C 0 0 0 1 * C 0 0 1 1 - C 0 0 0 0 * C 0 1 1 1) * f2
    + (C 0 0 0 0 * C 1 1 1 1 - C 0 0 1 1 ^ 2) * f3
    - 4 * (C 0 0 0 1 * C 0 1 1 1 - C 0 0 1 1 ^ 2) * e1
    - 4 * (C 0 0 0 0 * C 0 0 1 1 - C 0 0 0 1 ^ 2) * e2
    - 2 * (C 0 0 0 1 * C 0 0 1 1 - C 0 0 0 0 * C 0 1 1 1) * e3
```

## (g) A strict inequality

Deduce for a stable crystal that

S₁₁₂₂ < S₁₂₁₂.

In (f), both I and 4J are positive.

```lean
/-- In a stable planar crystal with totally symmetric stiffness, the compliance component
`S₁₁₂₂` is strictly smaller than `S₁₂₁₂`. -/
theorem compliance_lt {C S : Tensor4} (hC : TotallySymmetric C) (hst : Stable C)
    (hS : IsCompliance S C) : S 0 0 1 1 < S 0 1 0 1 := by
  have hJ := (stability_conditions hC hst).2.2
  have hI := invariant_pos hC hst
  rw [← compliance_defect hC hS] at hI
  exact sub_pos.mp ((mul_pos_iff_of_pos_left (by positivity)).mp hI)
```

## (h) The exclusion

Conclude that S is not totally symmetric. Swapping its middle indices would require

S₁₂₁₂ = S₁₁₂₂,

against (g).

```lean
/-- If the stiffness tensor of a stable planar crystal is totally symmetric, its compliance
tensor is not. -/
theorem compliance_not_totallySymmetric {C S : Tensor4} (hC : TotallySymmetric C)
    (hst : Stable C) (hS : IsCompliance S C) : ¬ TotallySymmetric S := fun h =>
  (compliance_lt hC hst hS).ne (h 0 0 1 1).2.1.symm
```

The same argument with the roles exchanged, not formalised here, shows that a stable planar crystal with totally symmetric compliance has C₁₁₂₂ < C₁₂₁₂.

## (i) An isotropic example

In `isotropic p q`, p and q are the Lamé constants λ and μ when the tensor is a stiffness. For λ = μ = 1, verify total symmetry and stability, and find the compliance:

ε = σ/2 − (tr σ)/8 · 1.

The stiffness is δᵢⱼδₖₗ + δᵢₖδⱼₗ + δᵢₗδⱼₖ, which is totally symmetric. Its energy is

½(ε₁₁ + ε₂₂)² + ε₁₁² + ε₂₂² + 2ε₁₂²,

positive for nonzero strain. From σ = (tr ε)1 + 2ε follows tr σ = 4 tr ε, and solving for ε gives the formula.

```lean
/-- The isotropic tensor `p δᵢⱼδₖₗ + q (δᵢₖδⱼₗ + δᵢₗδⱼₖ)`. -/
def isotropic (p q : ℝ) : Tensor4 := fun i j k l =>
  p * (if i = j then 1 else 0) * (if k = l then 1 else 0)
    + q * ((if i = k then 1 else 0) * (if j = l then 1 else 0)
      + (if i = l then 1 else 0) * (if j = k then 1 else 0))

/-- The isotropic solid with both Lamé constants equal to one has a totally symmetric stiffness,
is stable, and has an explicit isotropic compliance. -/
theorem isotropic_witness : TotallySymmetric (isotropic 1 1) ∧ Stable (isotropic 1 1) ∧
    IsCompliance (isotropic (-1 / 8) (1 / 4)) (isotropic 1 1) := by
  refine ⟨?_, ?_, ?_, ?_⟩
  · intro i j k l
    fin_cases i <;> fin_cases j <;> fin_cases k <;> fin_cases l <;> simp [isotropic]
  · intro ε hε hne
    have h10 : ε 1 0 = ε 0 1 := hε.apply 0 1
    have he : energy (isotropic 1 1) ε = (1 / 2) * (ε 0 0 + ε 1 1) ^ 2
        + ε 0 0 ^ 2 + ε 1 1 ^ 2 + 2 * ε 0 1 ^ 2 := by
      simp [energy, contract, isotropic, Fin.sum_univ_two, h10]
      ring
    rw [he]
    by_contra hle
    have s := sq_nonneg (ε 0 0 + ε 1 1)
    have s0 := sq_nonneg (ε 0 0)
    have s1 := sq_nonneg (ε 1 1)
    have s2 := sq_nonneg (ε 0 1)
    have x0 : ε 0 0 = 0 := (pow_eq_zero_iff two_ne_zero).mp (by linarith)
    have y0 : ε 1 1 = 0 := (pow_eq_zero_iff two_ne_zero).mp (by linarith)
    have z0 : ε 0 1 = 0 := (pow_eq_zero_iff two_ne_zero).mp (by linarith)
    apply hne
    ext i j
    fin_cases i <;> fin_cases j <;> simp [x0, y0, z0, h10]
  · intro i j k l
    fin_cases i <;> fin_cases j <;> fin_cases k <;> fin_cases l <;> simp [isotropic]
  · intro ε hε
    have h10 : ε 1 0 = ε 0 1 := hε.apply 0 1
    ext i j
    fin_cases i <;> fin_cases j <;>
      simp [contract, isotropic, Fin.sum_univ_two, h10] <;> ring
```

## (j) Invertibility is not enough

The family `orthorhombic` is planar, despite its name, and has the Cauchy relation built in. Take a = c = 1, e = −3, b = d = 0. Show that this stiffness is unstable and has a totally symmetric compliance, with

S₁₁₁₁ = ¾, S₁₁₂₂ = S₁₂₁₂ = ¼, S₂₂₂₂ = −¼.

The stresses are σ₁₁ = ε₁₁ + ε₂₂, σ₂₂ = ε₁₁ − 3ε₂₂ and σ₁₂ = 2ε₁₂. Then

¾σ₁₁ + ¼σ₂₂ = ε₁₁,

¼σ₁₁ − ¼σ₂₂ = ε₂₂,

2 · ¼σ₁₂ = ε₁₂.

A unit stretch along axis 2 has energy −3/2, so the crystal is unstable; Lean infers this from (h) instead.

```lean
/-- The tensor with `T₁₁₁₁ = a`, `T₂₂₂₂ = e`, all components with two indices of each kind
equal to `c`, and the others zero. -/
def orthorhombic (a c e : ℝ) : Tensor4 := fun i j k l =>
  if i.val + j.val + k.val + l.val = 0 then a
  else if i.val + j.val + k.val + l.val = 2 then c
  else if i.val + j.val + k.val + l.val = 4 then e else 0

/-- Without stability the exclusion fails: this unstable stiffness tensor and its compliance
tensor are both totally symmetric. -/
theorem stability_needed : TotallySymmetric (orthorhombic 1 1 (-3)) ∧
    TotallySymmetric (orthorhombic (3 / 4) (1 / 4) (-1 / 4)) ∧
    IsCompliance (orthorhombic (3 / 4) (1 / 4) (-1 / 4)) (orthorhombic 1 1 (-3)) ∧
    ¬ Stable (orthorhombic 1 1 (-3)) := by
  have hsym : ∀ a c e : ℝ, TotallySymmetric (orthorhombic a c e) := by
    intro a c e i j k l
    fin_cases i <;> fin_cases j <;> fin_cases k <;> fin_cases l <;> simp [orthorhombic]
  have hinv : IsCompliance (orthorhombic (3 / 4) (1 / 4) (-1 / 4)) (orthorhombic 1 1 (-3)) := by
    refine ⟨fun i j k l => (hsym _ _ _ i j k l).2.2, ?_⟩
    intro ε hε
    have h10 : ε 1 0 = ε 0 1 := hε.apply 0 1
    ext i j
    fin_cases i <;> fin_cases j <;>
      simp [contract, orthorhombic, Fin.sum_univ_two, h10] <;> ring
  exact ⟨hsym _ _ _, hsym _ _ _, hinv,
    fun hst => compliance_not_totallySymmetric (hsym _ _ _) hst hinv (hsym _ _ _)⟩

end

end PlanarCauchyRelations
```

```lean
#print axioms PlanarCauchyRelations.compliance_not_totallySymmetric
#print axioms PlanarCauchyRelations.stability_needed
```

```
'PlanarCauchyRelations.compliance_not_totallySymmetric' depends on axioms: [propext, Classical.choice, Quot.sound]
'PlanarCauchyRelations.stability_needed' depends on axioms: [propext, Classical.choice, Quot.sound]
```
